# A differential equation for the bubble integral ∫₀¹ dx / (m² + Q x(1−x)) below the pair threshold

For a mass m > 0 and a momentum variable Q > −4m², the integral

B(Q) = ∫₀¹ dx / D(x),  D(x) = m² + Q x(1−x)

is differentiable in Q and satisfies

Q(Q + 4m²) B′(Q) + (Q + 2m²) B(Q) = 2.

B is the one-loop bubble with two propagators of equal mass m in two spacetime dimensions, up to normalisation. Q is the Euclidean squared momentum flowing through it, and x is the Feynman parameter. The equation is a small case, with one integral and one mass, of the differential equations used to evaluate master integrals in quantum electrodynamics.

In Lean, m, Q and x are real numbers, D(x) is `feynDen m Q x`, and B(Q) is `bubble m Q`.

```lean
import Mathlib

open MeasureTheory

namespace BubbleMasterIntegral

noncomputable section

/-- The Feynman-parameter denominator `m² + Q x (1 - x)` of the equal-mass one-loop bubble. -/
def feynDen (m Q x : ℝ) : ℝ := m ^ 2 + Q * (x * (1 - x))

/-- The bubble master integral: the integral of the inverse denominator over the
Feynman parameter `x` from 0 to 1. -/
def bubble (m Q : ℝ) : ℝ := ∫ x in (0 : ℝ)..1, 1 / feynDen m Q x
```

## Q > −4m²: no real pair can be produced

With s = −Q the invariant mass squared, the condition reads s < 4m²: the energy is too low to create two particles of mass m. By hand, it keeps the denominator away from zero. On [0,1] we have 0 ≤ x(1−x) ≤ 1/4, so for every c ≤ Q

D(x) ≥ m² + c x(1−x) ≥ min(m², m² + c/4).

The right side is positive when c > −4m². Taking c = Q gives D > 0.

`feynDen_lower` is this bound and `feynDen_pos` is the case c = Q. The two lemmas before them supply continuity of D and integrability of a quotient of continuous functions whose denominator has no zero on [0,1].

```lean
lemma continuous_feynDen (m Q : ℝ) : Continuous (fun x => feynDen m Q x) := by
  show Continuous (fun x : ℝ => m ^ 2 + Q * (x * (1 - x)))
  fun_prop

lemma integrable_div {f g : ℝ → ℝ} (hf : Continuous f) (hg : Continuous g)
    (h : ∀ x ∈ Set.Icc (0 : ℝ) 1, g x ≠ 0) :
    IntervalIntegrable (fun x => f x / g x) volume 0 1 := by
  apply ContinuousOn.intervalIntegrable
  rw [Set.uIcc_of_le zero_le_one]
  exact hf.continuousOn.div hg.continuousOn h

/-- For `x` in `[0, 1]` and all momenta `Q ≥ c` the denominator is at least the smaller of `m²` and
`m² + c/4`. -/
theorem feynDen_lower {m c Q x : ℝ} (hx : x ∈ Set.Icc (0 : ℝ) 1) (hc : c ≤ Q) :
    min (m ^ 2) (m ^ 2 + c / 4) ≤ feynDen m Q x := by
  have hs0 : 0 ≤ x * (1 - x) := mul_nonneg hx.1 (sub_nonneg.2 hx.2)
  have hs1 : x * (1 - x) ≤ 1 / 4 := by nlinarith [sq_nonneg (2 * x - 1)]
  have h1 : c * (x * (1 - x)) ≤ Q * (x * (1 - x)) := mul_le_mul_of_nonneg_right hc hs0
  unfold feynDen
  rcases le_total 0 c with h | h
  · exact (min_le_left _ _).trans (by linarith [mul_nonneg h hs0])
  · exact (min_le_right _ _).trans
      (by linarith [mul_nonneg (neg_nonneg.2 h) (sub_nonneg.2 hs1)])

/-- For `m > 0` and below the pair threshold, `Q > -4m²`, the denominator is positive at every `x`
in `[0, 1]`. -/
theorem feynDen_pos {m Q x : ℝ} (hm : 0 < m) (hQ : -4 * m ^ 2 < Q)
    (hx : x ∈ Set.Icc (0 : ℝ) 1) : 0 < feynDen m Q x :=
  lt_of_lt_of_le (lt_min (by positivity) (by linarith)) (feynDen_lower hx le_rfl)
```

The same bound justifies differentiating under the integral. Put c = (Q − 4m²)/2, halfway between Q and the threshold, and δ = min(m², m² + c/4) > 0. For every q > c,

|∂/∂q (1/D)| = x(1−x)/D² ≤ 1/δ²,

and this constant is integrable on [0,1]. Hence

B′(Q) = −∫₀¹ x(1−x)/D(x)² dx.

`hasDerivAt_bubble` passes this data to Mathlib's theorem on dominated differentiation. Its six remaining goals are measurability of the integrand near Q, integrability at Q, measurability of the derivative, the bound by 1/δ², integrability of that bound, and the pointwise derivative.

```lean
/-- For `m > 0` and `Q > -4m²`, the momentum derivative of the bubble is the integral of `-x(1-x)`
over the squared denominator. -/
theorem hasDerivAt_bubble {m Q : ℝ} (hm : 0 < m) (hQ : -4 * m ^ 2 < Q) :
    HasDerivAt (bubble m) (∫ x in (0 : ℝ)..1, -(x * (1 - x)) / feynDen m Q x ^ 2) Q := by
  -- a momentum halfway to threshold gives a uniform lower bound on the denominator
  obtain ⟨c, hcdef⟩ : ∃ c, c = (Q - 4 * m ^ 2) / 2 := ⟨_, rfl⟩
  have hcQ : c < Q := by linarith
  have hc4 : -4 * m ^ 2 < c := by linarith
  obtain ⟨δ, hδ⟩ : ∃ δ, δ = min (m ^ 2) (m ^ 2 + c / 4) := ⟨_, rfl⟩
  have hδ0 : 0 < δ := by
    rw [hδ]
    exact lt_min (by positivity) (by linarith)
  have hI : ∀ x ∈ Set.uIoc (0 : ℝ) 1, x ∈ Set.Icc (0 : ℝ) 1 := fun x hx => by
    rw [Set.uIoc_of_le zero_le_one] at hx
    exact ⟨hx.1.le, hx.2⟩
  show HasDerivAt (fun q => ∫ x in (0 : ℝ)..1, 1 / feynDen m q x) _ Q
  refine (intervalIntegral.hasDerivAt_integral_of_dominated_loc_of_deriv_le
    (F := fun q x => 1 / feynDen m q x)
    (F' := fun q x => -(x * (1 - x)) / feynDen m q x ^ 2)
    (bound := fun _ => 1 / δ ^ 2) (s := Set.Ioi c) (Ioi_mem_nhds hcQ)
    ?_ ?_ ?_ ?_ ?_ ?_).2
  · exact Filter.Eventually.of_forall fun q =>
      (measurable_const.div (continuous_feynDen m q).measurable).aestronglyMeasurable
  · exact integrable_div continuous_const (continuous_feynDen m Q)
      (fun x hx => (feynDen_pos hm hQ hx).ne')
  · have hn : Measurable (fun x : ℝ => -(x * (1 - x))) := by fun_prop
    exact (hn.div ((continuous_feynDen m Q).pow 2).measurable).aestronglyMeasurable
  · refine Filter.Eventually.of_forall fun x hx q hq => ?_
    have hx' := hI x hx
    have hs0 : 0 ≤ x * (1 - x) := mul_nonneg hx'.1 (sub_nonneg.2 hx'.2)
    have hs1 : x * (1 - x) ≤ 1 := by nlinarith [sq_nonneg (2 * x - 1)]
    have hD : δ ≤ feynDen m q x := by
      rw [hδ]
      exact feynDen_lower hx' (le_of_lt hq)
    show ‖-(x * (1 - x)) / feynDen m q x ^ 2‖ ≤ 1 / δ ^ 2
    rw [norm_div, norm_neg, Real.norm_of_nonneg hs0, Real.norm_of_nonneg (sq_nonneg _)]
    exact div_le_div₀ zero_le_one hs1 (by positivity) (pow_le_pow_left₀ hδ0.le hD 2)
  · exact intervalIntegrable_const
  · refine Filter.Eventually.of_forall fun x hx q hq => ?_
    have hne := (feynDen_pos hm (hc4.trans hq) (hI x hx)).ne'
    have h : HasDerivAt (fun y => feynDen m y x) (x * (1 - x)) q :=
      (((hasDerivAt_id' q).mul_const (x * (1 - x))).const_add (m ^ 2)).congr_deriv (one_mul _)
    exact ((hasDerivAt_const q (1 : ℝ)).fun_div h hne).congr_deriv (by ring)
```

At Q = −4m² the denominator becomes m²(1−2x)², and the integral diverges at x = 1/2. Further down, D has two zeros inside (0,1); the physical amplitude then needs an iε prescription and acquires an imaginary part, which this real integral does not describe.

## m > 0: a finite mass in the loop

The mass regulates the endpoints x = 0 and x = 1, where D = m². By hand, it enters when the boundary terms are evaluated. Since D′(x) = Q(1−2x),

d/dx [m²(2x−1)/D] = [2m² D + m² Q (2x−1)²] / D².

With t = x(1−x) and (2x−1)² = 1 − 4t, the numerator is

2m²(m² + Qt) + m² Q(1 − 4t) = m²(Q + 2m²) − 2m² Q t.

The integrand of the left side of the differential equation, placed over D², has numerator

−Q(Q + 4m²) t + (Q + 2m²)(m² + Qt) = m²(Q + 2m²) − 2m² Q t,

which is the same. The combination is therefore a total derivative, and its integral is

m²·1/m² − m²·(−1)/m² = 2.

`total_derivative` proves the pointwise identity and needs only D(x) ≠ 0. The quotient rule produces the derivative, and `field_simp` and `ring` carry out the comparison of numerators.

```lean
/-- Integration-by-parts identity, at any `x` where the denominator is nonzero: the combination of
integrands in the differential equation is the total derivative of `m² (2x - 1)` over the
denominator. -/
theorem total_derivative {m Q x : ℝ} (hD : feynDen m Q x ≠ 0) :
    HasDerivAt (fun y => m ^ 2 * (2 * y - 1) / feynDen m Q y)
      (Q * (Q + 4 * m ^ 2) * (-(x * (1 - x)) / feynDen m Q x ^ 2)
        + (Q + 2 * m ^ 2) * (1 / feynDen m Q x)) x := by
  have hnum : HasDerivAt (fun y : ℝ => m ^ 2 * (2 * y - 1)) (m ^ 2 * 2) x :=
    ((((hasDerivAt_id' x).const_mul 2).sub_const 1).const_mul (m ^ 2)).congr_deriv (by ring)
  have hden : HasDerivAt (fun y => feynDen m Q y) (Q * (1 - 2 * x)) x :=
    ((((hasDerivAt_id' x).fun_mul ((hasDerivAt_id' x).const_sub 1)).const_mul Q).const_add
      (m ^ 2)).congr_deriv (by ring)
  refine (hnum.fun_div hden hD).congr_deriv ?_
  field_simp
  simp only [feynDen]
  ring
```

The main theorem states differentiability at Q together with the equation, where `deriv (bubble m) Q` is B′(Q). Its proof applies the fundamental theorem of calculus to the total derivative, splits the integral into the B′ and B terms, and cancels m² in the two boundary values.

```lean
/-- Differential equation of the bubble master integral: for `m > 0` and `Q > -4m²` the bubble
is differentiable and `Q (Q + 4m²) B'(Q) + (Q + 2m²) B(Q) = 2`. -/
theorem bubble_differential_equation {m Q : ℝ} (hm : 0 < m) (hQ : -4 * m ^ 2 < Q) :
    DifferentiableAt ℝ (bubble m) Q ∧
      Q * (Q + 4 * m ^ 2) * deriv (bubble m) Q + (Q + 2 * m ^ 2) * bubble m Q = 2 := by
  have hd := hasDerivAt_bubble hm hQ
  refine ⟨hd.differentiableAt, ?_⟩
  have hne : ∀ x ∈ Set.Icc (0 : ℝ) 1, feynDen m Q x ≠ 0 :=
    fun x hx => (feynDen_pos hm hQ hx).ne'
  have h1 : IntervalIntegrable (fun x => -(x * (1 - x)) / feynDen m Q x ^ 2) volume 0 1 :=
    integrable_div (f := fun x => -(x * (1 - x))) (g := fun x => feynDen m Q x ^ 2)
      (by fun_prop) ((continuous_feynDen m Q).pow 2) (fun x hx => pow_ne_zero 2 (hne x hx))
  have h2 : IntervalIntegrable (fun x => 1 / feynDen m Q x) volume 0 1 :=
    integrable_div continuous_const (continuous_feynDen m Q) hne
  -- integrate the total derivative; only boundary terms remain
  have key := intervalIntegral.integral_eq_sub_of_hasDerivAt
    (fun x hx => total_derivative (hne x (by rwa [Set.uIcc_of_le zero_le_one] at hx)))
    ((h1.const_mul (Q * (Q + 4 * m ^ 2))).add (h2.const_mul (Q + 2 * m ^ 2)))
  rw [intervalIntegral.integral_add (h1.const_mul _) (h2.const_mul _),
    intervalIntegral.integral_const_mul, intervalIntegral.integral_const_mul] at key
  have e1 : feynDen m Q 1 = m ^ 2 := by simp [feynDen]
  have e0 : feynDen m Q 0 = m ^ 2 := by simp [feynDen]
  have hm2 : m ^ 2 ≠ 0 := by positivity
  rw [hd.deriv, bubble, key, e1, e0, mul_div_cancel_left₀ _ hm2, mul_div_cancel_left₀ _ hm2]
  norm_num
```

If m = 0 and Q > 0, the integrand is 1/(Q x(1−x)) and the integral diverges logarithmically at both endpoints, an infrared divergence. Lean assigns the value 0 to a divergent integral, so the stated equation would then read 0 = 2. The sign of m carries no information, since only m² occurs.

## A solution on the whole range, including Q = 0

The converse concerns a function G that is differentiable and satisfies the equation at every q > −4m². It concludes G = B on that range, with no boundary value prescribed. The physical content is regularity at zero momentum.

Let H = G − B. Subtracting the two equations gives q(q + 4m²)H′ + (q + 2m²)H = 0, hence

d/dq [q(q + 4m²)H²] = 2H [q(q + 4m²)H′ + (q + 2m²)H] = 0.

The bracketed quantity on the left is constant on the interval and vanishes at q = 0, so it is zero throughout. For q ≠ 0 its prefactor is nonzero, which forces H = 0. At q = 0 the equation itself reads 2m² G(0) = 2, so G(0) = 1/m² = B(0).

In the proof, `hW` is the vanishing derivative, `hconst` compares the values at Q and at 0, and `by_cases` separates Q = 0 from the rest.

```lean
/-- Converse, for `m > 0`: a function that is differentiable and solves the differential equation at
every `Q > -4m²` equals the bubble there. -/
theorem eq_bubble_of_differential_equation {m : ℝ} (hm : 0 < m) {G : ℝ → ℝ}
    (hG : ∀ q, -4 * m ^ 2 < q → DifferentiableAt ℝ G q)
    (hode : ∀ q, -4 * m ^ 2 < q →
      q * (q + 4 * m ^ 2) * deriv G q + (q + 2 * m ^ 2) * G q = 2)
    {Q : ℝ} (hQ : -4 * m ^ 2 < Q) : G Q = bubble m Q := by
  have hm2 : 0 < m ^ 2 := by positivity
  have h0 : -4 * m ^ 2 < 0 := by linarith
  -- the weighted square of the difference of two solutions is conserved
  have hW : ∀ q ∈ Set.Ioi (-4 * m ^ 2), HasDerivAt (fun y => y * (y + 4 * m ^ 2) *
      ((G y - bubble m y) * (G y - bubble m y))) 0 q := by
    intro q hq
    have hB := bubble_differential_equation hm hq
    have hH := (hG q hq).hasDerivAt.fun_sub hB.1.hasDerivAt
    have hp : HasDerivAt (fun y : ℝ => y * (y + 4 * m ^ 2)) (2 * q + 4 * m ^ 2) q :=
      ((hasDerivAt_id' q).fun_mul ((hasDerivAt_id' q).add_const (4 * m ^ 2))).congr_deriv
        (by ring)
    exact (hp.fun_mul (hH.fun_mul hH)).congr_deriv
      (by linear_combination 2 * (G q - bubble m q) * (hode q hq - hB.2))
  have hconst : Q * (Q + 4 * m ^ 2) * ((G Q - bubble m Q) * (G Q - bubble m Q)) =
      0 * (0 + 4 * m ^ 2) * ((G 0 - bubble m 0) * (G 0 - bubble m 0)) :=
    isOpen_Ioi.is_const_of_deriv_eq_zero (convex_Ioi (-4 * m ^ 2)).isPreconnected
      (fun q hq => (hW q hq).differentiableAt.differentiableWithinAt)
      (fun q hq => (hW q hq).deriv) hQ h0
  by_cases h : Q = 0
  · -- at zero momentum the equation itself fixes the value
    subst h
    exact mul_left_cancel₀ hm2.ne' (by
      linear_combination (hode 0 h0 - (bubble_differential_equation hm h0).2) / 2)
  · have hp : Q * (Q + 4 * m ^ 2) ≠ 0 :=
      mul_ne_zero h (by linarith : 0 < Q + 4 * m ^ 2).ne'
    have hz : Q * (Q + 4 * m ^ 2) * ((G Q - bubble m Q) * (G Q - bubble m Q)) = 0 := by
      linear_combination hconst
    exact sub_eq_zero.1 (mul_self_eq_zero.1 ((mul_eq_zero.1 hz).resolve_left hp))
```

If the equation were imposed only for Q > 0, uniqueness would fail: C/√(Q(Q + 4m²)) could be added to B for any constant C. That term is singular at Q = 0, and the hypothesis on the whole range excludes it.

## Q > 0: spacelike momentum and a real logarithm

For Q > 0 put r = √(Q(Q + 4m²)). Because m > 0, r > Q. With u = Q(2x−1),

4Q D = r² − u² = (r + u)(r − u),

so partial fractions give

1/D = (2Q/r) [1/(r + u) + 1/(r − u)].

Since du/dx = 2Q, an antiderivative in x is [log(r + u) − log(r − u)]/r. Both arguments are positive on [0,1] because |u| ≤ Q < r. Between u = −Q and u = Q this yields

B(Q) = (2/r) log((r + Q)/(r − Q)).

In `bubble_closed_form`, `key` is the partial-fraction identity and `hder` is the derivative of the antiderivative; the fundamental theorem of calculus then gives the value.

```lean
/-- Closed form for `m > 0` and `Q > 0`: with `r = √(Q (Q + 4m²))` the bubble is `(2 / r) log ((r +
Q) / (r - Q))`. -/
theorem bubble_closed_form {m Q : ℝ} (hm : 0 < m) (hQ : 0 < Q) :
    bubble m Q = 2 / √(Q * (Q + 4 * m ^ 2)) *
      Real.log ((√(Q * (Q + 4 * m ^ 2)) + Q) / (√(Q * (Q + 4 * m ^ 2)) - Q)) := by
  obtain ⟨r, hr⟩ : ∃ r, r = √(Q * (Q + 4 * m ^ 2)) := ⟨_, rfl⟩
  rw [← hr]
  have hr2 : r ^ 2 = Q * (Q + 4 * m ^ 2) := by
    rw [hr]
    exact Real.sq_sqrt (by positivity)
  have hrQ : Q < r := by
    rw [hr]
    exact Real.lt_sqrt_of_sq_lt (by nlinarith [mul_pos hQ (pow_pos hm 2)])
  have hr0 : r ≠ 0 := (hQ.trans hrQ).ne'
  have hne : ∀ x ∈ Set.Icc (0 : ℝ) 1, feynDen m Q x ≠ 0 :=
    fun x hx => (feynDen_pos hm (by linarith [sq_nonneg m, pow_pos hm 2]) hx).ne'
  -- partial fractions for the factorised denominator
  have key : ∀ a b D : ℝ, a ≠ 0 → b ≠ 0 → D ≠ 0 → a + b = 2 * r → a * b = 4 * Q * D →
      (Q * 2 / a - -(Q * 2) / b) / r = 1 / D := by
    intro a b D ha hb hD h1 h2
    have e : Q * 2 / a - -(Q * 2) / b = 2 * Q * (a + b) / (a * b) := by
      field_simp
      ring
    rw [e, h1, h2]
    field_simp
    ring
  have hder : ∀ x ∈ Set.uIcc (0 : ℝ) 1, HasDerivAt (fun y =>
      (Real.log (r + Q * (2 * y - 1)) - Real.log (r - Q * (2 * y - 1))) / r)
      (1 / feynDen m Q x) x := by
    intro x hx
    rw [Set.uIcc_of_le zero_le_one] at hx
    have hu : HasDerivAt (fun y : ℝ => Q * (2 * y - 1)) (Q * 2) x :=
      ((((hasDerivAt_id' x).const_mul 2).sub_const 1).const_mul Q).congr_deriv (by ring)
    have hp : 0 < r + Q * (2 * x - 1) := by nlinarith [mul_nonneg hQ.le hx.1]
    have hn : 0 < r - Q * (2 * x - 1) := by
      nlinarith [mul_nonneg hQ.le (sub_nonneg.2 hx.2)]
    exact ((((hu.const_add r).log hp.ne').fun_sub
      ((hu.const_sub r).log hn.ne')).div_const r).congr_deriv
      (key _ _ _ hp.ne' hn.ne' (hne x hx) (by ring)
        (by simp only [feynDen]; linear_combination hr2))
  rw [bubble, intervalIntegral.integral_eq_sub_of_hasDerivAt hder
    (integrable_div continuous_const (continuous_feynDen m Q) hne),
    Real.log_div (by linarith : 0 < r + Q).ne' (sub_pos.2 hrQ).ne',
    show r + Q * (2 * 1 - 1) = r + Q by ring, show r - Q * (2 * 1 - 1) = r - Q by ring,
    show r + Q * (2 * 0 - 1) = r - Q by ring, show r - Q * (2 * 0 - 1) = r + Q by ring]
  ring

end

end BubbleMasterIntegral
```

```lean
#print axioms BubbleMasterIntegral.bubble_differential_equation
-- 'BubbleMasterIntegral.bubble_differential_equation' depends on axioms: [propext, Classical.choice, Quot.sound]
#print axioms BubbleMasterIntegral.eq_bubble_of_differential_equation
-- 'BubbleMasterIntegral.eq_bubble_of_differential_equation' depends on axioms: [propext, Classical.choice, Quot.sound]
#print axioms BubbleMasterIntegral.bubble_closed_form
-- 'BubbleMasterIntegral.bubble_closed_form' depends on axioms: [propext, Classical.choice, Quot.sound]
```

For −4m² < Q < 0 the radicand is negative, and the real form of the answer is an arctangent. As Q → 0 from above the formula takes the indeterminate form 0/0; at Q = 0 the integral equals 1/m².

## Starting from the loop momentum instead

The bubble could have been defined as the two-dimensional Euclidean integral

(1/π) ∫ d²k / [(k² + m²)((k + p)² + m²)],  Q = p².

The Feynman-parameter formula would then be a theorem to prove, whereas here it is the definition, and its link to the loop integral is taken from standard physics. That definition would also reach only Q ≥ 0, because p² is a Euclidean square; the range −4m² < Q < 0 would require an analytic continuation. In four dimensions the bubble diverges at large k and obeys a different equation after regularisation.
